# The circular injection trace of a linear Weyl node over an energy window is 2π sign(det A)(ω₂ − ω₁)

## Nine velocity parameters, and only a sign survives?

For a Weyl node with Hamiltonian $H=d(k)\cdot\sigma$ and $d(k)=Ak$, the trace of the circular injection response, collected over transition energies from $\omega_1$ to $\omega_2$, is $2\pi\,\mathrm{sign}(\det A)(\omega_2-\omega_1)$, apart from constant prefactors and with the lower band full and the upper band empty. Here $\sigma$ stands for the three Pauli matrices, $k$ is the momentum measured from the node, $A$ is an invertible real $3\times3$ matrix of velocities, and the quantity integrated is the gradient of the transition energy dotted into the Berry curvature of the lower band.

I can believe this for an isotropic cone. But a general $A$ has nine entries, and they enter the gradient, the curvature and the shape of the shell, which becomes an ellipsoid. Where do they all go?

## The density carries det A, the volume element 1/|det A|

The integrand collapses to $\det A/|Ak|^2$. The change of variables to $q=Ak$ turns $|Ak|^2$ into $|q|^2$, makes the shell spherical and divides by $|\det A|$. Only the sign, which is the chirality of the node, is left.

Take $\hbar=1$ and number the directions $i=0,1,2$, with $i+1$ and $i+2$ read modulo 3. Let $a_i$ be the columns of $A$. Then $d=\sum_i k_i a_i$ and $\partial_i d=a_i$. The bands lie at $\pm|d|$, so the transition energy is $2|d|$. Since $\partial_i(d\cdot d)=2\,d\cdot a_i$,

$$\partial_i(2|d|)=\frac{2\,d\cdot a_i}{|d|},\qquad \Omega_i=\frac{d\cdot(a_{i+1}\times a_{i+2})}{2|d|^3}.$$

In the triple product, the parts of $d$ along $a_{i+1}$ and $a_{i+2}$ drop out, which leaves $d\cdot(a_{i+1}\times a_{i+2})=k_i\det A$. Hence $\Omega_i=\det(A)\,k_i/(2|d|^3)$, and

$$\sum_i (d\cdot a_i)\,\bigl(d\cdot(a_{i+1}\times a_{i+2})\bigr)=\det A\;d\cdot\sum_i k_i a_i=\det A\,|d|^2 .$$

The product of gradient and curvature has the prefactor $1/|d|^4$, so

$$\nabla(2|d|)\cdot\Omega=\frac{\det A}{|Ak|^2}.$$

Now substitute $q=Ak$, with $d^3k=d^3q/|\det A|$. The ellipsoidal shell becomes the spherical one $\omega_1/2\le|q|\le\omega_2/2$, where the Jacobian $r^2$ cancels the weight $1/r^2$:

$$\frac{\det A}{|\det A|}\int\frac{d^3q}{|q|^2}=\mathrm{sign}(\det A)\;4\pi\int_{\omega_1/2}^{\omega_2/2}dr=2\pi\,\mathrm{sign}(\det A)(\omega_2-\omega_1).$$

The same argument in Lean 4 with Mathlib:

```lean
import Mathlib

open Matrix MeasureTheory
open scoped Real

namespace WeylInjection

noncomputable section

local notation "ℝ³" => (Fin 3 → ℝ)

/-- The Euclidean length of a three-component vector. -/
def len (v : ℝ³) : ℝ := √(v ⬝ᵥ v)

/-- The partial derivative of a function of momentum along the Cartesian direction `i`. -/
def pderiv {F : Type*} [NormedAddCommGroup F] [NormedSpace ℝ F]
    (f : ℝ³ → F) (k : ℝ³) (i : Fin 3) : F :=
  deriv (fun t : ℝ => f (k + t • (Pi.single i 1 : ℝ³))) 0

/-- The transition energy `2|d(k)|` between the two bands of the Hamiltonian `d(k)·σ`. -/
def gap (d : ℝ³ → ℝ³) (k : ℝ³) : ℝ := 2 * len (d k)

/-- The two-band Berry curvature `Ω_i = d·(∂_j d × ∂_l d) / (2|d|³)`, with `i, j, l` cyclic,
at momenta where `d(k) ≠ 0`. -/
def berryCurvature (d : ℝ³ → ℝ³) (k : ℝ³) (i : Fin 3) : ℝ :=
  (d k ⬝ᵥ (crossProduct (pderiv d k (i + 1)) (pderiv d k (i + 2)))) / (2 * len (d k) ^ 3)

/-- The momentum-resolved trace of the circular injection response, the gradient of the
transition energy dotted into the Berry curvature, at momenta where `d(k) ≠ 0`. -/
def injectionDensity (d : ℝ³ → ℝ³) (k : ℝ³) : ℝ :=
  ∑ i, pderiv (gap d) k i * berryCurvature d k i

/-- The momenta whose transition energy lies between `a` and `b`. -/
def energyShell (d : ℝ³ → ℝ³) (a b : ℝ) : Set ℝ³ := {k | gap d k ∈ Set.Icc a b}

variable (A : Matrix (Fin 3) (Fin 3) ℝ)

/-- The Bloch vector `d(k) = A k` of an anisotropic Weyl node. -/
def weyl (k : ℝ³) : ℝ³ := A *ᵥ k

/-- The length of a vector is a measurable function of the vector. -/
theorem measurable_len : Measurable len := by
  have h : Continuous fun v : ℝ³ => v ⬝ᵥ v := by
    simp only [dotProduct]
    fun_prop
  exact (Real.continuous_sqrt.comp h).measurable

/-- The derivative of the Bloch vector `A k` along direction `i` is the `i`-th column of `A`. -/
theorem hasDerivAt_weyl (k : ℝ³) (i : Fin 3) :
    HasDerivAt (fun t : ℝ => weyl A (k + t • (Pi.single i 1 : ℝ³))) (A.col i) 0 := by
  simp only [weyl, Matrix.mulVec_add, Matrix.mulVec_smul, Matrix.mulVec_single_one]
  exact (((hasDerivAt_id' (0 : ℝ)).smul_const (A.col i)).const_add (A *ᵥ k)).congr_deriv
    (one_smul _ _)

/-- Along a differentiable path of nonzero Bloch vectors `v` with velocity `v'`, the transition
energy `2|v|` changes at the rate `2 v·v'/|v|`. -/
theorem hasDerivAt_gap {v : ℝ → ℝ³} {v' : ℝ³} {t : ℝ} (hv : HasDerivAt v v' t)
    (h0 : v t ≠ 0) :
    HasDerivAt (fun s => 2 * len (v s)) (2 * (v t ⬝ᵥ v') / len (v t)) t := by
  have hc := fun j => hasDerivAt_pi.1 hv j
  have hs : HasDerivAt (fun s => v s ⬝ᵥ v s) (2 * (v t ⬝ᵥ v')) t := by
    have h := HasDerivAt.fun_sum (u := Finset.univ) fun j _ => (hc j).fun_mul (hc j)
    refine h.congr_deriv ?_
    simp only [dotProduct, Finset.mul_sum]
    exact Finset.sum_congr rfl fun j _ => by ring
  refine ((hs.sqrt (mt dotProduct_self_eq_zero.1 h0)).const_mul 2).congr_deriv ?_
  simp only [len]
  ring

/-- For any vector `d` and matrix `A` with columns `a_i`, the sum over cyclic `i, j, l` of
`(d·a_i)(d·(a_j × a_l))` is `det(A)|d|²`. -/
theorem sum_column_triple (d : ℝ³) :
    ∑ i, (d ⬝ᵥ A.col i) * (d ⬝ᵥ (crossProduct (A.col (i + 1)) (A.col (i + 2))))
      = A.det * (d ⬝ᵥ d) := by
  have h1 : (1 : Fin 3) + 1 = 2 := rfl
  have h2 : (1 : Fin 3) + 2 = 0 := rfl
  have h3 : (2 : Fin 3) + 1 = 0 := rfl
  have h4 : (2 : Fin 3) + 2 = 1 := rfl
  simp [Fin.sum_univ_three, dotProduct, cross_apply, Matrix.det_fin_three, h1, h2, h3, h4]
  ring

/-- Where `A k` is nonzero, the injection density of the Weyl node is `det(A)/|A k|²`. -/
theorem injectionDensity_weyl (k : ℝ³) (hk : weyl A k ≠ 0) :
    injectionDensity (weyl A) k = A.det / len (weyl A k) ^ 2 := by
  have hp : ∀ i, pderiv (weyl A) k i = A.col i := fun i => (hasDerivAt_weyl A k i).deriv
  have hg : ∀ i, pderiv (gap (weyl A)) k i
      = 2 * (weyl A k ⬝ᵥ A.col i) / len (weyl A k) := fun i => by
    have h := (hasDerivAt_gap (hasDerivAt_weyl A k i)
      (by simpa only [zero_smul, add_zero] using hk)).deriv
    simp only [zero_smul, add_zero] at h
    exact h
  have hsq : len (weyl A k) ^ 2 = weyl A k ⬝ᵥ weyl A k :=
    Real.sq_sqrt (Finset.sum_nonneg fun j _ => mul_self_nonneg _)
  have hl : len (weyl A k) ≠ 0 := by
    intro h
    rw [h, zero_pow two_ne_zero] at hsq
    exact hk (dotProduct_self_eq_zero.1 hsq.symm)
  calc injectionDensity (weyl A) k
      = ∑ i, (weyl A k ⬝ᵥ A.col i) *
          (weyl A k ⬝ᵥ (crossProduct (A.col (i + 1)) (A.col (i + 2)))) / len (weyl A k) ^ 4 := by
        simp only [injectionDensity, berryCurvature, hp, hg]
        exact Finset.sum_congr rfl fun i _ => by ring
    _ = A.det * len (weyl A k) ^ 2 / len (weyl A k) ^ 4 := by
        rw [← Finset.sum_div, sum_column_triple, hsq]
    _ = A.det / len (weyl A k) ^ 2 := by field_simp

/-- For invertible `A` and `0 ≤ a ≤ b`, the integral of `1/|A k|²` over the shell
`a ≤ 2|A k| ≤ b` is `2π(b - a)/|det A|`. -/
theorem integral_weyl_shell (hA : A.det ≠ 0) {a b : ℝ} (ha : 0 ≤ a) (hab : a ≤ b) :
    ∫ k in energyShell (weyl A) a b, 1 / len (weyl A k) ^ 2
      = 2 * π * (b - a) / |A.det| := by
  let T : Set ℝ := {r | 2 * r ∈ Set.Icc a b}
  let g : ℝ → ℝ := T.indicator fun r => 1 / r ^ 2
  have hT : MeasurableSet T := (measurable_id.const_mul 2) measurableSet_Icc
  have hgm : Measurable g := ((measurable_id.pow_const 2).const_div 1).indicator hT
  have hG : Measurable fun q : ℝ³ => g (len q) := hgm.comp measurable_len
  have hm : Measurable (Matrix.toLin' A) :=
    (Matrix.toLin' A).continuous_of_finiteDimensional.measurable
  have hS : MeasurableSet (energyShell (weyl A) a b) := (measurable_len.comp hm) hT
  -- substitute q = A k
  have e1 := integral_map (μ := (volume : Measure ℝ³)) hm.aemeasurable hG.aestronglyMeasurable
  rw [Real.map_matrix_volume_pi_eq_smul_volume_pi hA, integral_smul_measure] at e1
  -- pass to Euclidean space, where polar coordinates are available
  have e2 : ∫ x : EuclideanSpace ℝ (Fin 3), g ‖x‖ = ∫ q : ℝ³, g (len q) := by
    have hn : ∀ x : EuclideanSpace ℝ (Fin 3), ‖x‖ = len x.ofLp := fun x => by
      simp only [len, dotProduct, EuclideanSpace.norm_eq, Real.norm_eq_abs, sq_abs, ← sq]
    have hv := PiLp.volume_preserving_ofLp (Fin 3)
    have h := integral_map (μ := (volume : Measure (EuclideanSpace ℝ (Fin 3))))
      hv.measurable.aemeasurable hG.aestronglyMeasurable
    rw [hv.map_eq] at h
    simp only [hn]
    exact h.symm
  have hb : (volume : Measure (EuclideanSpace ℝ (Fin 3))).real (Metric.ball 0 1)
      = π * 4 / 3 := by
    rw [measureReal_def, EuclideanSpace.volume_ball_fin_three, ENNReal.ofReal_one, one_pow,
      one_mul, ENNReal.toReal_ofReal (by positivity)]
  -- the Jacobian r² cancels the weight 1/r²
  have e3 : ∫ y in Set.Ioi (0 : ℝ), y ^ (3 - 1) • g y = b / 2 - a / 2 := by
    have hc : ∫ y in Set.Ioi (0 : ℝ), y ^ (3 - 1) • g y
        = ∫ y in Set.Ioi (0 : ℝ), T.indicator (fun _ => (1 : ℝ)) y := by
      refine setIntegral_congr_fun measurableSet_Ioi fun y hy => ?_
      have hy0 : y ≠ 0 := ne_of_gt hy
      change y ^ 2 * T.indicator (fun r => 1 / r ^ 2) y = T.indicator (fun _ => (1 : ℝ)) y
      by_cases h : y ∈ T
      · rw [Set.indicator_of_mem h, Set.indicator_of_mem h]
        exact mul_one_div_cancel (pow_ne_zero 2 hy0)
      · rw [Set.indicator_of_notMem h, Set.indicator_of_notMem h, mul_zero]
    have hi : Set.Ici (0 : ℝ) ∩ T = Set.Icc (a / 2) (b / 2) := by
      ext y
      refine ⟨fun h => ?_, fun h => ⟨Set.mem_Ici.2 (by linarith [h.1]), ?_⟩⟩
      · have h' : a ≤ 2 * y ∧ 2 * y ≤ b := h.2
        exact ⟨by linarith [h'.1], by linarith [h'.2]⟩
      · change a ≤ 2 * y ∧ 2 * y ≤ b
        exact ⟨by linarith [h.1], by linarith [h.2]⟩
    rw [hc, ← integral_Ici_eq_integral_Ioi, setIntegral_indicator hT, hi,
      setIntegral_const, Real.volume_real_Icc_of_le (by linarith), smul_eq_mul, mul_one]
  rw [← integral_indicator hS]
  refine e1.symm.trans ?_
  rw [← e2, integral_fun_norm_addHaar, finrank_euclideanSpace_fin, hb, e3,
    ENNReal.toReal_ofReal (abs_nonneg _), abs_inv]
  simp only [nsmul_eq_mul, smul_eq_mul]
  push_cast
  ring

/-- Quantized circular injection trace: for invertible `A` and `0 ≤ a ≤ b`, the injection
density of the Weyl node integrates over the shell `a ≤ 2|A k| ≤ b` to
`2π sign(det A)(b - a)`. -/
theorem quantized_injection_trace (hA : A.det ≠ 0) {a b : ℝ} (ha : 0 ≤ a) (hab : a ≤ b) :
    ∫ k in energyShell (weyl A) a b, injectionDensity (weyl A) k
      = 2 * π * Real.sign A.det * (b - a) := by
  have h : ∀ k, injectionDensity (weyl A) k = A.det * (1 / len (weyl A k) ^ 2) := by
    intro k
    by_cases hk : weyl A k = 0
    · -- the node itself, a single point of the shell when a = 0
      simp [injectionDensity, berryCurvature, hk, len]
    · rw [injectionDensity_weyl A k hk, mul_one_div]
  have hs : A.det / |A.det| = Real.sign A.det := by
    rcases lt_or_gt_of_ne hA with h | h
    · rw [abs_of_neg h, Real.sign_of_neg h, div_neg, div_self hA]
    · rw [abs_of_pos h, Real.sign_of_pos h, div_self hA]
  simp_rw [h]
  rw [integral_const_mul, integral_weyl_shell A hA ha hab, ← hs]
  ring

end

end WeylInjection
```

```lean
#print axioms WeylInjection.quantized_injection_trace
```

```
'WeylInjection.quantized_injection_trace' depends on axioms: [propext, Classical.choice, Quot.sound]
```

### What `quantized_injection_trace` says

For every real $3\times3$ matrix `A` with `A.det ≠ 0`, and all real `a`, `b` with `0 ≤ a ≤ b`, the integral of `injectionDensity (weyl A)` over `energyShell (weyl A) a b` equals `2 * π * Real.sign A.det * (b - a)`. The edges `a` and `b` are $\omega_1$ and $\omega_2$, not columns of the matrix. The lower edge may be zero, in which case the shell includes the node. If the edges coincide, both sides vanish.

The condition on the determinant says that the transition energy grows linearly in every direction away from $k=0$, so that the bands touch at an isolated point.

Momenta and Bloch vectors have type `Fin 3 → ℝ`, with ordinary volume as the measure. Mathlib's built-in norm on this type is the largest absolute value of a component, so the file defines the Euclidean length separately as `len`. The function `gap` is the transition energy at each momentum, not the minimum band gap of a material. All these quantities are defined for an arbitrary field `d`, and `berryCurvature` and `injectionDensity` use actual partial derivatives, `pderiv`; the linear form enters only with `weyl`. The sign of the curvature is that of the lower band when the Berry connection is $i\langle u|\nabla u\rangle$, where $i$ is the imaginary unit and $u$ the normalized eigenvector of that band.

Charge, relaxation time and the other prefactors of the photocurrent are left out. To read the integral as a measured response accumulated over the window of photon energies, one must also accept the injection-current formula for independent electrons, with the lower band full and the upper band empty throughout the shell. Within that picture, the value is a reference for numerical momentum-space integration of the trace of the circular injection response, collected over the same window, near one non-interacting, strictly linear node. A tilt of the cone, which adds a term linear in $k$ times the identity matrix to $H$, is not included; it changes neither the transition energy nor the curvature, and so matters here only through the occupations.

The theorem concerns a finite window of energies. Differentiating its right-hand side in $\omega_2$ gives the frequency-independent value $2\pi\,\mathrm{sign}(\det A)$ usually called quantized, a step of calculus that has no separate theorem here.

### From the columns of A to the shell integral

`hasDerivAt_weyl` shows that the derivative of $Ak$ along direction $i$ is the column $a_i$. `hasDerivAt_gap` differentiates $v\cdot v$ component by component and then takes the square root, which is where a nonzero Bloch vector is required.

`sum_column_triple` is the determinant identity. By hand it followed from expanding $d$ in the columns; Lean writes out all components and lets `ring` compare the polynomials, so this lemma holds for any vector and any matrix. `injectionDensity_weyl` combines the three results into $\det A/|Ak|^2$ away from the node.

`integral_weyl_shell` computes the integral of $1/|Ak|^2$ in three steps:

- `e1` is the substitution $q=Ak$, with the factor $|\det A|^{-1}$ coming from the way a matrix rescales volume.
- `e2` moves the integral to `EuclideanSpace ℝ (Fin 3)`, whose norm is the Euclidean one, so that Mathlib's formula for radial functions applies. That formula supplies three times the volume of the unit ball, $3\cdot4\pi/3=4\pi$.
- `e3` cancels $r^2$ against $1/r^2$ and finds the length of the remaining interval, $b/2-a/2$.

The final theorem pulls $\det A$ out of the integral and identifies $\det A/|\det A|$ with the sign by treating the two signs separately. At the node itself Lean's division by zero gives the density the value 0, which is harmless because a single point has no volume.
